# For one orbital with h = 1 and symmetric pairing D = 2, the Bogoliubov–de Gennes matrix with lower-left block −D* has determinant 3

The Bogoliubov–de Gennes matrix H built here has the blocks h and D in its upper row and −D* and −h* in its lower row, where the star is entrywise complex conjugation. The declaration takes a single orbital, N = 1, with h = 1 and D = 2, so that H is the 2 × 2 matrix with rows (1, 2) and (−2, −1), and states that (−1)^N det H = −3. This pairing is symmetric and nonzero, whereas fermionic pairing is antisymmetric and would vanish for a single orbital, and the resulting H is not Hermitian. The attempt unfolds `bdg`, uses the determinant formula for a block matrix whose upper-left block is the identity, reads the remaining 1 × 1 determinant as its only entry, and leaves the arithmetic to `norm_num`.

This version doesn't compile in Lean 4 with Mathlib:

```lean
import Mathlib

open Matrix Complex ComplexConjugate Topology
open scoped ComplexOrder

namespace SymmetricPairingCounterexample

noncomputable section

variable {n m : Type*} [Fintype n] [DecidableEq n] [Fintype m] [DecidableEq m]

/-- The Bogoliubov-de Gennes matrix with normal part `h` and pairing part `D`. -/
def bdg (h D : Matrix n n ℂ) : Matrix (n ⊕ n) (n ⊕ n) ℂ :=
  Matrix.fromBlocks h D (-(D.map conj)) (-(h.map conj))

/-- One orbital with `h = 1` and the symmetric pairing `D = 2` gives `(-1)^N det H = -3`, where `H`
is the matrix `bdg h D`. -/
theorem symmetric_pairing_counterexample :
    (-1 : ℂ) ^ Fintype.card (Fin 1) *
      (bdg (1 : Matrix (Fin 1) (Fin 1) ℂ) !![2]).det = -3 := by
  rw [bdg, Matrix.det_fromBlocks_one₁₁, Matrix.det_fin_one]
  norm_num [Matrix.mul_apply]

end

end SymmetricPairingCounterexample
```

Compiling this gives:

```
Main.lean:20:61: error: unsolved goals
⊢ -((starRingEnd ℂ) 2 * 2) + 1 = -3
```

What went wrong. The error says that the proof ended with a goal still open, −(conj 2 · 2) + 1 = −3, where Lean prints conj as `starRingEnd ℂ`. The determinant steps had worked, and the goal is true, since the conjugate of 2 is 2 and −4 + 1 = −3. But `norm_num [Matrix.mul_apply]` left `(starRingEnd ℂ) 2` as it stood, and so could not finish the arithmetic. The messages do not show why it failed to simplify that term.

The repair supplies the missing fact as `h2`, which says that `conj (2 : ℂ) = 2`. It is proved with `Complex.conj_eq_iff_im`, by which a complex number equals its conjugate exactly when its imaginary part is zero, and `simp` checks that this holds for 2. After the original `norm_num`, `rw [h2]` replaces the conjugate by 2, and a second `norm_num` closes the purely numerical goal that remains.

The change, after which it compiles:

```diff
@@ -19,6 +19,9 @@
     (-1 : ℂ) ^ Fintype.card (Fin 1) *
       (bdg (1 : Matrix (Fin 1) (Fin 1) ℂ) !![2]).det = -3 := by
+  have h2 : conj (2 : ℂ) = 2 := Complex.conj_eq_iff_im.mpr (by simp)
   rw [bdg, Matrix.det_fromBlocks_one₁₁, Matrix.det_fin_one]
   norm_num [Matrix.mul_apply]
+  rw [h2]
+  norm_num
 
 end
```
